# Under Thomas-Fermi density scaling, the Thomas-Fermi kinetic energy grows as $Z^{7/3}$ and Dirac exchange as $Z^{5/3}$

Spread one electron evenly over a ball of volume 1, so that the density is 1 inside. Now halve all lengths and multiply the density by 64. The volume falls to $1/8$, and the ball holds $64/8=8$ electrons. The integral of $n^{5/3}$ rises from 1 to $1024/8=128=8^{7/3}$, and that of $n^{4/3}$ from 1 to $256/8=32=8^{5/3}$.

This is the case $Z=8$ of the scaling that takes a Thomas-Fermi atom of nuclear charge 1 to one of charge $Z>0$:

$$n_Z(\mathbf r)=Z^2 f(Z^{1/3}\mathbf r),\qquad \int n_Z^p=Z^{2p-1}\int f^p,$$

for nonnegative $f$ with $f^p$ integrable.

## One stored density for every nuclear charge

An atomic code can store the Thomas-Fermi density of the neutral atom of unit nuclear charge as values $f_i$ at grid points $\mathbf r_i$ with weights $w_i$. For $Z=27$ it divides the coordinates by 3 and the weights by 27, and multiplies the values by 729. The stored kinetic energy is multiplied by 2187 and the exchange energy by 243, with no new solution of the Thomas-Fermi equation.

In electronic structure, this gives the growth of local-density exchange with nuclear charge along this one-parameter family of densities. The densities of real atoms do not follow this scaling exactly, so the theorems alone do not give the growth for them.

## From a change of variables to the energy

Put $c=Z^{1/3}$ and $\mathbf u=c\mathbf r$, so $d^3r=d^3u/Z$. Then

$$\int n_Z^p\,d^3r=Z^{2p}\int f(c\mathbf r)^p\,d^3r=Z^{2p-1}\int f^p\,d^3u.$$

With $p=1$, the electron number is multiplied by $Z$. The Thomas-Fermi kinetic energy is a constant times $\int n^{5/3}$ and Dirac exchange a negative constant times $\int n^{4/3}$, both constants being those of the unpolarised uniform electron gas. Hence the powers $7/3$ and $5/3$. The exchange integral is finite whenever $\int n$ and $\int n^{5/3}$ are, because $x^{4/3}\le x$ for $0\le x\le1$ and $x^{4/3}\le x^{5/3}$ for $x\ge1$.

For the Coulomb terms, $1/|\mathbf r|=c/|c\mathbf r|$. The attraction gains $Z\cdot Z^2\cdot c\cdot Z^{-1}=Z^{7/3}$, and the Hartree term $Z^4\cdot c\cdot Z^{-2}=Z^{7/3}$. With $E_Z$ the sum of kinetic, attraction and Hartree energies at nuclear charge $Z$, this gives $E_Z[n_Z]=Z^{7/3}E_1[f]$.

Let $f$ minimise $E_1$ among densities with $N$ electrons, and let $m$ be any density with $ZN$ electrons. Scaling $m$ by $1/Z$ gives a density $g$ with $N$ electrons, and scaling $g$ by $Z$ returns $m$. So

$$E_Z[n_Z]=Z^{7/3}E_1[f]\le Z^{7/3}E_1[g]=E_Z[m].$$

## The Lean file

```lean
import Mathlib

open MeasureTheory

namespace ThomasFermiScaling

noncomputable section

/-- Three-dimensional position space. -/
abbrev Space := EuclideanSpace ℝ (Fin 3)

/-- The Thomas-Fermi scaled density `n_Z(r) = Z² f(Z^(1/3) r)`, for `Z > 0`. -/
def tfScale (Z : ℝ) (f : Space → ℝ) : Space → ℝ :=
  fun r => Z ^ 2 * f (Z ^ (1 / 3 : ℝ) • r)

/-- An admissible density with `N` electrons: nonnegative, integrable with integral `N`,
and with an integrable 5/3 power. -/
structure IsDensity (N : ℝ) (n : Space → ℝ) : Prop where
  nonneg : ∀ r, 0 ≤ n r
  integrable : Integrable n
  integrable_pow : Integrable (fun r => n r ^ (5 / 3 : ℝ))
  number : ∫ r, n r = N

/-- The Thomas-Fermi kinetic energy, in atomic units. -/
def kinetic (n : Space → ℝ) : ℝ :=
  3 / 10 * (3 * Real.pi ^ 2) ^ (2 / 3 : ℝ) * ∫ r, n r ^ (5 / 3 : ℝ)

/-- The Dirac exchange energy, in atomic units. -/
def exchange (n : Space → ℝ) : ℝ :=
  -(3 / 4 * (3 / Real.pi) ^ (1 / 3 : ℝ)) * ∫ r, n r ^ (4 / 3 : ℝ)

/-- The attraction to a nucleus of charge `Z` at the origin; the integrand is meant for
`r ≠ 0`. -/
def attraction (Z : ℝ) (n : Space → ℝ) : ℝ :=
  -(Z * ∫ r, n r / ‖r‖)

/-- The classical (Hartree) repulsion; the integrand is meant for `r ≠ s`. -/
def hartree (n : Space → ℝ) : ℝ :=
  1 / 2 * ∫ r, ∫ s, n r * n s / ‖r - s‖

/-- The Thomas-Fermi energy of a density in the field of a nucleus of charge `Z`. -/
def tfEnergy (Z : ℝ) (n : Space → ℝ) : ℝ :=
  kinetic n + attraction Z n + hartree n

/-- The density `n` minimises the Thomas-Fermi energy for nuclear charge `Z` among all
admissible densities with `N` electrons. -/
def IsMinimizer (Z N : ℝ) (n : Space → ℝ) : Prop :=
  IsDensity N n ∧ ∀ m, IsDensity N m → tfEnergy Z n ≤ tfEnergy Z m

/-- Contracting lengths by `Z^(1/3)`, with `Z > 0`, divides a volume integral by `Z`. -/
theorem integral_dilate {Z : ℝ} (hZ : 0 < Z) (g : Space → ℝ) :
    ∫ r, g (Z ^ (1 / 3 : ℝ) • r) = Z⁻¹ * ∫ r, g r := by
  have h3 : (Z ^ (1 / 3 : ℝ)) ^ 3 = Z := by
    rw [← Real.rpow_natCast, ← Real.rpow_mul hZ.le]
    norm_num
  rw [Measure.integral_comp_smul volume g (Z ^ (1 / 3 : ℝ)), finrank_euclideanSpace_fin, h3,
    abs_of_pos (inv_pos.mpr hZ), smul_eq_mul]

/-- For `Z > 0` and nonnegative `f` with `f^p` integrable, `n_Z^p` is integrable and its
integral is `Z^(2p-1)` times that of `f^p`. -/
theorem tfScale_rpow {Z p : ℝ} (hZ : 0 < Z) {f : Space → ℝ} (hf : ∀ r, 0 ≤ f r)
    (hp : Integrable (fun r => f r ^ p)) :
    Integrable (fun r => tfScale Z f r ^ p) ∧
      ∫ r, tfScale Z f r ^ p = Z ^ (2 * p - 1) * ∫ r, f r ^ p := by
  have hc : Z ^ (1 / 3 : ℝ) ≠ 0 := (Real.rpow_pos_of_pos hZ _).ne'
  -- the prefactor Z² comes out of the power as Z^(2p)
  have h : ∀ r, tfScale Z f r ^ p = Z ^ (2 * p) * f (Z ^ (1 / 3 : ℝ) • r) ^ p := by
    intro r
    have h2 : (Z ^ 2) ^ p = Z ^ (2 * p) := by
      rw [Real.rpow_mul hZ.le, Real.rpow_two]
    simp only [tfScale]
    rw [Real.mul_rpow (sq_nonneg Z) (hf _), h2]
  have hd : ∫ r, f (Z ^ (1 / 3 : ℝ) • r) ^ p = Z⁻¹ * ∫ r, f r ^ p :=
    integral_dilate hZ (fun r => f r ^ p)
  simp only [h]
  refine ⟨(hp.comp_smul hc).const_mul _, ?_⟩
  rw [integral_const_mul, hd, Real.rpow_sub_one hZ.ne']
  ring

/-- For `Z > 0`, scaling an admissible density with `N` electrons gives an admissible
density with `Z N` electrons. -/
theorem IsDensity.scale {Z N : ℝ} (hZ : 0 < Z) {f : Space → ℝ} (hf : IsDensity N f) :
    IsDensity (Z * N) (tfScale Z f) where
  nonneg r := mul_nonneg (sq_nonneg Z) (hf.nonneg _)
  integrable := (hf.integrable.comp_smul (Real.rpow_pos_of_pos hZ _).ne').const_mul _
  integrable_pow := (tfScale_rpow hZ hf.nonneg hf.integrable_pow).1
  number := by
    simp only [tfScale]
    rw [integral_const_mul, integral_dilate hZ f, hf.number]
    field_simp

/-- The 4/3 power of an admissible density is integrable. -/
theorem IsDensity.integrable_exchange {N : ℝ} {f : Space → ℝ} (hf : IsDensity N f) :
    Integrable (fun r => f r ^ (4 / 3 : ℝ)) := by
  refine Integrable.mono' (hf.integrable.add hf.integrable_pow)
    (hf.integrable.aestronglyMeasurable.aemeasurable.pow_const _).aestronglyMeasurable
    (Filter.Eventually.of_forall fun r => ?_)
  have h0 := hf.nonneg r
  have h5 : 0 ≤ f r ^ (5 / 3 : ℝ) := Real.rpow_nonneg h0 _
  rw [Real.norm_of_nonneg (Real.rpow_nonneg h0 _)]
  change f r ^ (4 / 3 : ℝ) ≤ f r + f r ^ (5 / 3 : ℝ)
  -- low density is controlled by f, high density by f^(5/3)
  rcases le_total (f r) 1 with h1 | h1
  · have h := Real.rpow_le_rpow_of_exponent_ge' h0 h1 (zero_le_one' ℝ)
      (by norm_num : (1 : ℝ) ≤ 4 / 3)
    rw [Real.rpow_one] at h
    linarith
  · have h := Real.rpow_le_rpow_of_exponent_le h1 (by norm_num : (4 / 3 : ℝ) ≤ 5 / 3)
    linarith

/-- For `Z > 0` and an admissible density, the kinetic energy scales as `Z^(7/3)` and the
Dirac exchange energy as `Z^(5/3)`. -/
theorem kinetic_exchange_scale {Z N : ℝ} (hZ : 0 < Z) {f : Space → ℝ} (hf : IsDensity N f) :
    kinetic (tfScale Z f) = Z ^ (7 / 3 : ℝ) * kinetic f ∧
      exchange (tfScale Z f) = Z ^ (5 / 3 : ℝ) * exchange f := by
  have e1 : (2 * (5 / 3) - 1 : ℝ) = 7 / 3 := by norm_num
  have e2 : (2 * (4 / 3) - 1 : ℝ) = 5 / 3 := by norm_num
  unfold kinetic exchange
  rw [(tfScale_rpow hZ hf.nonneg hf.integrable_pow).2,
    (tfScale_rpow hZ hf.nonneg hf.integrable_exchange).2, e1, e2]
  constructor <;> ring

/-- For `Z > 0`, the nuclear attraction at charge `Z` and the Hartree repulsion of the scaled
density are `Z^(7/3)` times those of `f` at unit nuclear charge. -/
theorem coulomb_scale {Z : ℝ} (hZ : 0 < Z) (f : Space → ℝ) :
    attraction Z (tfScale Z f) = Z ^ (7 / 3 : ℝ) * attraction 1 f ∧
      hartree (tfScale Z f) = Z ^ (7 / 3 : ℝ) * hartree f := by
  have h7 : Z ^ (7 / 3 : ℝ) = Z ^ 2 * Z ^ (1 / 3 : ℝ) := by
    rw [← Real.rpow_two, ← Real.rpow_add hZ]
    norm_num
  have hD := fun g : Space → ℝ => integral_dilate hZ g
  have hc : 0 < Z ^ (1 / 3 : ℝ) := Real.rpow_pos_of_pos hZ _
  unfold attraction hartree
  simp only [tfScale]
  rw [h7]
  generalize Z ^ (1 / 3 : ℝ) = c at hD hc ⊢
  -- an inverse distance gains one factor c
  have hdiv : ∀ (a : ℝ) (v : Space), a / ‖v‖ = c * (a / ‖c • v‖) := by
    intro a v
    rw [norm_smul, Real.norm_of_nonneg hc.le, ← mul_div_assoc, mul_div_mul_left _ _ hc.ne']
  constructor
  · have h1 : ∀ r : Space, Z ^ 2 * f (c • r) / ‖r‖ =
        Z ^ 2 * c * (f (c • r) / ‖c • r‖) := by
      intro r
      rw [hdiv _ r]
      ring
    have h2 : ∫ r : Space, f (c • r) / ‖c • r‖ = Z⁻¹ * ∫ r, f r / ‖r‖ :=
      hD (fun r => f r / ‖r‖)
    simp only [h1]
    rw [integral_const_mul, h2]
    generalize (∫ r, f r / ‖r‖) = J
    field_simp
  · have h1 : ∀ r s : Space, Z ^ 2 * f (c • r) * (Z ^ 2 * f (c • s)) / ‖r - s‖ =
        Z ^ 4 * c * (f (c • r) * f (c • s) / ‖c • r - c • s‖) := by
      intro r s
      rw [hdiv _ (r - s), smul_sub]
      ring
    have h2 : ∀ r : Space, ∫ s : Space, f (c • r) * f (c • s) / ‖c • r - c • s‖ =
        Z⁻¹ * ∫ s, f (c • r) * f s / ‖c • r - s‖ :=
      fun r => hD (fun s => f (c • r) * f s / ‖c • r - s‖)
    have h3 : ∫ r : Space, ∫ s, f (c • r) * f s / ‖c • r - s‖ =
        Z⁻¹ * ∫ r, ∫ s, f r * f s / ‖r - s‖ :=
      hD (fun r => ∫ s, f r * f s / ‖r - s‖)
    simp only [h1, integral_const_mul, h2]
    rw [h3]
    generalize (∫ r, ∫ s, f r * f s / ‖r - s‖) = J
    field_simp

/-- For `Z > 0` and an admissible density `f`, the Thomas-Fermi energy of `n_Z` at nuclear
charge `Z` is `Z^(7/3)` times that of `f` at unit charge. -/
theorem tfEnergy_scale {Z N : ℝ} (hZ : 0 < Z) {f : Space → ℝ} (hf : IsDensity N f) :
    tfEnergy Z (tfScale Z f) = Z ^ (7 / 3 : ℝ) * tfEnergy 1 f := by
  unfold tfEnergy
  rw [(kinetic_exchange_scale hZ hf).1, (coulomb_scale hZ f).1, (coulomb_scale hZ f).2]
  ring

/-- If `f` is a Thomas-Fermi minimiser for unit nuclear charge and `N` electrons, then for
`Z > 0` the density `n_Z` is one for nuclear charge `Z` and `Z N` electrons. -/
theorem IsMinimizer.scale {Z N : ℝ} (hZ : 0 < Z) {f : Space → ℝ} (hf : IsMinimizer 1 N f) :
    IsMinimizer Z (Z * N) (tfScale Z f) := by
  refine ⟨hf.1.scale hZ, fun m hm => ?_⟩
  -- scale the competitor back to unit nuclear charge
  have hm' := hm.scale (inv_pos.mpr hZ)
  rw [inv_mul_cancel_left₀ hZ.ne'] at hm'
  have hback : tfScale Z (tfScale Z⁻¹ m) = m := by
    funext r
    have h1 : Z⁻¹ ^ (1 / 3 : ℝ) * Z ^ (1 / 3 : ℝ) = 1 := by
      rw [← Real.mul_rpow (inv_pos.mpr hZ).le hZ.le, inv_mul_cancel₀ hZ.ne', Real.one_rpow]
    simp only [tfScale, smul_smul]
    rw [h1, one_smul, ← mul_assoc, ← mul_pow, mul_inv_cancel₀ hZ.ne', one_pow, one_mul]
  rw [← hback, tfEnergy_scale hZ hf.1, tfEnergy_scale hZ hm']
  exact mul_le_mul_of_nonneg_left (hf.2 _ hm') (Real.rpow_nonneg hZ.le _)

end

end ThomasFermiScaling
```

```lean
#print axioms ThomasFermiScaling.IsDensity.scale
-- 'ThomasFermiScaling.IsDensity.scale' depends on axioms: [propext, Classical.choice, Quot.sound]
#print axioms ThomasFermiScaling.kinetic_exchange_scale
-- 'ThomasFermiScaling.kinetic_exchange_scale' depends on axioms: [propext, Classical.choice, Quot.sound]
#print axioms ThomasFermiScaling.IsMinimizer.scale
-- 'ThomasFermiScaling.IsMinimizer.scale' depends on axioms: [propext, Classical.choice, Quot.sound]
```

## Admissible densities and the reach of the theorems

`Space` is three-dimensional Euclidean space with Lebesgue measure, and `tfScale Z f` is $n_Z$. `IsDensity N n` says that $n$ is nonnegative, integrates to $N$ and has an integrable $5/3$ power. The energies are in atomic units, and `tfEnergy` contains no exchange. In `IsMinimizer.scale`, `N` counts electrons at unit charge; the neutral atom is $N=1$.

`integral_dilate` is the change of variables, and `tfScale_rpow` takes $Z^{2p}$ out of the integral. `IsDensity.integrable_exchange` splits at density 1, as above, and `kinetic_exchange_scale` inserts the two exponents. In `coulomb_scale`, `hdiv` supplies the factor $c$, and the dilation is applied once for the attraction and twice for the Hartree term. `tfEnergy_scale` adds the terms; in `IsMinimizer.scale`, `hback` is the return from $g$ to $m$.

The existence of a minimiser is assumed. The energies are also models: the Thomas-Fermi kinetic energy and Dirac exchange are local approximations, and how the exact kinetic energy and Fock exchange scale is a separate question.

Nonnegativity and unit integral alone do not make the kinetic energy finite, even at $Z=1$. Take $f(\mathbf r)=1/(4\pi|\mathbf r|^2)$ for $0<|\mathbf r|<1$ and zero elsewhere. It integrates to 1, but $\int f^{5/3}$ behaves like $\int_0^1 r^{-4/3}\,dr$ and diverges. Lean gives such an integral the value 0, so `coulomb_scale`, which holds for every $f$, is no statement about convergence.
